# In a nonzero field, the J_z = −3/2 level of a ²P term is degenerate exactly when b = 2A/3 or b = A

The Hamiltonian

H = A L·S + b(L_z + 2S_z), with l = 1 and spin 1/2,

has a stretched state with J_z = −3/2 and energy A/2 − 2b. For real A and b ≠ 0, a second independent state shares this energy if and only if b = 2A/3 or b = A. At b = 0 the level is degenerate for every A.

## A ²P term in a magnetic field

A single p electron outside closed shells has six states, labelled by m_l = 1, 0, −1 and by spin up or down. Two effects compete for them. Spin-orbit coupling, of strength A, aligns the orbital and spin moments relative to each other. A magnetic field along z couples to each moment separately.

Angular momenta are measured in units of ħ, so A is an energy. The letter b is also an energy, not the flux density: it stands for μ_B B, the Bohr magneton times the field. The factor 2 is the electron spin g-factor without its small radiative correction.

In zero field the term splits into j = 3/2 at A/2 and j = 1/2 at −A. For A > 0 and growing b > 0, the stretched level falls from the j = 3/2 group and meets two levels that start from j = 1/2. At each crossing the order of the levels in energy changes, which matters when one follows them from weak to strong field. The model treats one isolated term with no hyperfine structure.

## Two single states and two coupled pairs

Write L± = L_x ± iL_y and S± = S_x ± iS_y. Then

L·S = L_z S_z + ½(L₊S₋ + L₋S₊).

The last two terms exchange one unit between orbit and spin. For l = 1, L± contributes a factor √2, so each exchange has matrix element A/√2.

Let v(i, j) be the amplitudes of a state, with i = 0, 1, 2 for m_l = 1, 0, −1 and j = 0, 1 for spin up and down. The equation Hv = Ev becomes

(A/2 + 2b) v(0,0) = E v(0,0)

−(A/2) v(0,1) + (A/√2) v(1,0) = E v(0,1)

b v(1,0) + (A/√2) v(0,1) = E v(1,0)

−b v(1,1) + (A/√2) v(2,0) = E v(1,1)

−(A/2) v(2,0) + (A/√2) v(1,1) = E v(2,0)

(A/2 − 2b) v(2,1) = E v(2,1).

The last line gives the stretched state |−1, ↓⟩, with J_z = −1 − 1/2 = −3/2 and energy A/2 − 2b.

## Determinants at the stretched energy

Set E = A/2 − 2b. The first equation becomes 4b v(0,0) = 0, so v(0,0) = 0 when b ≠ 0. The first pair becomes

(2b − A) v(0,1) + (A/√2) v(1,0) = 0

(A/√2) v(0,1) + (3b − A/2) v(1,0) = 0,

with determinant

(2b − A)(3b − A/2) − A²/2 = 6b² − 4Ab = 2b(3b − 2A).

The second pair becomes

(b − A/2) v(1,1) + (A/√2) v(2,0) = 0

(A/√2) v(1,1) + (2b − A) v(2,0) = 0,

with determinant

(b − A/2)(2b − A) − A²/2 = 2b² − 2Ab = 2b(b − A).

If b is none of 0, 2A/3 and A, both determinants are nonzero. All amplitudes except v(2,1) then vanish, and the level is nondegenerate.

At b = 2A/3 the energy is −5A/6. The first pair has the solution v(0,1) = 3/√2, v(1,0) = −1, which after normalisation is

(3|1, ↓⟩ − √2|0, ↑⟩)/√11.

At b = A the energy is −3A/2. The second pair has the solution v(1,1) = √2, v(2,0) = −1, or normalised

(√2|0, ↓⟩ − |−1, ↑⟩)/√3.

Neither state contains |−1, ↓⟩, so each is independent of the stretched state.

## Numbers for A = 6

In arbitrary energy units, take A = 6, so the crossings should lie at b = 4 and b = 6.

- At b = 4 the stretched energy is 3 − 8 = −5. The first pair has diagonal entries −3 and 4 and coupling 6/√2 = 3√2. Its trace is 1 and its determinant −12 − 18 = −30, so its energies are 6 and −5.
- At b = 6 the stretched energy is 3 − 12 = −9. The second pair has diagonal entries −6 and −3 and the same coupling. Its trace is −9 and its determinant 18 − 18 = 0, so its energies are 0 and −9.

## The theorem in Lean's terms

A state is a function `Fin 3 × Fin 2 → ℂ`, with the index order used above. The orbital and spin matrices are written out explicitly, and the Kronecker product `⊗ₖ` places the orbital factor first. `hamiltonian A b` takes real parameters and returns a complex 6 × 6 matrix.

`IsDegenerate M E` says that two linearly independent vectors satisfy the eigenvalue equation for `M` at `E`. It asks for at least two such vectors and does not count the full multiplicity.

The main theorem, `stretched_degenerate_iff`, assumes only `b ≠ 0`. Both signs of A and of b are therefore included; for an inverted multiplet, A < 0, the J_z = −3/2 level has its crossings at negative b, that is, with the field along −z. In a field along +z the J_z = +3/2 level of such a multiplet has them instead, because reversing the field exchanges the roles of J_z and −J_z. Without this assumption the equivalence fails at b = 0 whenever A ≠ 0, because the level is then degenerate although b equals neither 2A/3 nor A. `zero_field_degenerate` treats that case separately, and `stretched_totalZ` supplies the value J_z = −3/2.

The step from this matrix to an atom is the restriction to the six states of one term with a field-independent A. Mixing with other terms, the diamagnetic energy and hyperfine coupling are neglected.

## The complete Lean source

```lean
import Mathlib

open Matrix
open scoped Kronecker

namespace FineStructureCrossing

noncomputable section

/-- The number `1/√2` that appears in the `l = 1` matrices. -/
def invSqrtTwo : ℂ := ((Real.sqrt 2 : ℝ) : ℂ)⁻¹

/-- The matrix of `L_x` for `l = 1`, in the basis `m_l = 1, 0, -1`. -/
def orbitalX : Matrix (Fin 3) (Fin 3) ℂ :=
  !![0, invSqrtTwo, 0; invSqrtTwo, 0, invSqrtTwo; 0, invSqrtTwo, 0]

/-- The matrix of `L_y` for `l = 1`, in the basis `m_l = 1, 0, -1`. -/
def orbitalY : Matrix (Fin 3) (Fin 3) ℂ :=
  !![0, -Complex.I * invSqrtTwo, 0;
     Complex.I * invSqrtTwo, 0, -Complex.I * invSqrtTwo;
     0, Complex.I * invSqrtTwo, 0]

/-- The matrix of `L_z` for `l = 1`, in the basis `m_l = 1, 0, -1`. -/
def orbitalZ : Matrix (Fin 3) (Fin 3) ℂ := !![1, 0, 0; 0, 0, 0; 0, 0, -1]

/-- The matrix of `S_x` for spin 1/2, in the basis up, down. -/
def spinX : Matrix (Fin 2) (Fin 2) ℂ := !![0, 1 / 2; 1 / 2, 0]

/-- The matrix of `S_y` for spin 1/2, in the basis up, down. -/
def spinY : Matrix (Fin 2) (Fin 2) ℂ := !![0, -Complex.I / 2; Complex.I / 2, 0]

/-- The matrix of `S_z` for spin 1/2, in the basis up, down. -/
def spinZ : Matrix (Fin 2) (Fin 2) ℂ := !![1 / 2, 0; 0, -1 / 2]

/-- The total angular momentum component `J_z = L_z + S_z`. -/
def totalZ : Matrix (Fin 3 × Fin 2) (Fin 3 × Fin 2) ℂ :=
  orbitalZ ⊗ₖ (1 : Matrix (Fin 2) (Fin 2) ℂ) + (1 : Matrix (Fin 3) (Fin 3) ℂ) ⊗ₖ spinZ

/-- The fine-structure Hamiltonian in a magnetic field, `H = A L·S + b (L_z + 2 S_z)`. -/
def hamiltonian (A b : ℝ) : Matrix (Fin 3 × Fin 2) (Fin 3 × Fin 2) ℂ :=
  (A : ℂ) • (orbitalX ⊗ₖ spinX + orbitalY ⊗ₖ spinY + orbitalZ ⊗ₖ spinZ) +
  (b : ℂ) • (orbitalZ ⊗ₖ (1 : Matrix (Fin 2) (Fin 2) ℂ) +
    (2 : ℂ) • ((1 : Matrix (Fin 3) (Fin 3) ℂ) ⊗ₖ spinZ))

/-- The state with `m_l = -1` and spin down. In the table of amplitudes the rows are
`m_l = 1, 0, -1` and the columns are spin up and spin down. -/
def stretched : Fin 3 × Fin 2 → ℂ := fun p => !![0, 0; 0, 0; 0, 1] p.1 p.2

/-- An unnormalised superposition of `m_l = 1`, spin down and `m_l = 0`, spin up. -/
def partnerLow : Fin 3 × Fin 2 → ℂ :=
  fun p => !![0, 3 * invSqrtTwo; -1, 0; 0, 0] p.1 p.2

/-- An unnormalised superposition of `m_l = 0`, spin down and `m_l = -1`, spin up. -/
def partnerHigh : Fin 3 × Fin 2 → ℂ :=
  fun p => !![0, 0; 0, 2 * invSqrtTwo; -1, 0] p.1 p.2

/-- `E` is a degenerate eigenvalue of `M`: two linearly independent states have it. -/
def IsDegenerate (M : Matrix (Fin 3 × Fin 2) (Fin 3 × Fin 2) ℂ) (E : ℂ) : Prop :=
  ∃ v w : Fin 3 × Fin 2 → ℂ, LinearIndependent ℂ ![v, w] ∧ M *ᵥ v = E • v ∧ M *ᵥ w = E • w

/-- The square of `1/√2` is `1/2`. -/
theorem invSqrtTwo_sq : invSqrtTwo ^ 2 = 1 / 2 := by
  unfold invSqrtTwo
  rw [inv_pow, ← Complex.ofReal_pow, Real.sq_sqrt (by norm_num)]
  norm_num

/-- The eigenvalue equation of the Hamiltonian is equivalent to six secular equations: two
uncoupled ones and two pairs, each coupling two product states. -/
theorem secular_equations (A b : ℝ) (E : ℂ) (v : Fin 3 × Fin 2 → ℂ) :
    hamiltonian A b *ᵥ v = E • v ↔
      (A / 2 + 2 * b) * v (0, 0) = E * v (0, 0) ∧
      -A / 2 * v (0, 1) + A * invSqrtTwo * v (1, 0) = E * v (0, 1) ∧
      b * v (1, 0) + A * invSqrtTwo * v (0, 1) = E * v (1, 0) ∧
      -b * v (1, 1) + A * invSqrtTwo * v (2, 0) = E * v (1, 1) ∧
      -A / 2 * v (2, 0) + A * invSqrtTwo * v (1, 1) = E * v (2, 0) ∧
      (A / 2 - 2 * b) * v (2, 1) = E * v (2, 1) := by
  -- the six components of `H v`
  have expand : ∀ p, (hamiltonian A b *ᵥ v) p =
      ∑ i, ∑ j, hamiltonian A b p (i, j) * v (i, j) := fun p => by
    simp only [Matrix.mulVec, dotProduct, Fintype.sum_prod_type]
  simp only [Fin.sum_univ_three, Fin.sum_univ_two, hamiltonian, orbitalX, orbitalY, orbitalZ,
    spinX, spinY, spinZ, Matrix.add_apply, Matrix.smul_apply, Matrix.kroneckerMap_apply,
    smul_eq_mul] at expand
  have h00 := expand (0, 0)
  have h01 := expand (0, 1)
  have h10 := expand (1, 0)
  have h11 := expand (1, 1)
  have h20 := expand (2, 0)
  have h21 := expand (2, 1)
  simp only [Matrix.of_apply, Matrix.cons_val, Matrix.one_apply, Fin.reduceEq, reduceIte]
    at h00 h01 h10 h11 h20 h21
  have hI := Complex.I_sq
  set r := invSqrtTwo
  replace h00 := h00.trans (b := _) (c := (A / 2 + 2 * b) * v (0, 0))
    (by linear_combination (A * r / 2 * v (1, 1)) * hI)
  replace h01 := h01.trans (b := _) (c := -A / 2 * v (0, 1) + A * r * v (1, 0))
    (by linear_combination (-A * r / 2 * v (1, 0)) * hI)
  replace h10 := h10.trans (b := _) (c := b * v (1, 0) + A * r * v (0, 1))
    (by linear_combination (A * r / 2 * (v (2, 1) - v (0, 1))) * hI)
  replace h11 := h11.trans (b := _) (c := -b * v (1, 1) + A * r * v (2, 0))
    (by linear_combination (A * r / 2 * (v (0, 0) - v (2, 0))) * hI)
  replace h20 := h20.trans (b := _) (c := -A / 2 * v (2, 0) + A * r * v (1, 1))
    (by linear_combination (-A * r / 2 * v (1, 1)) * hI)
  replace h21 := h21.trans (b := _) (c := (A / 2 - 2 * b) * v (2, 1))
    (by linear_combination (A * r / 2 * v (1, 0)) * hI)
  constructor
  · intro h
    exact ⟨h00.symm.trans (congrFun h _), h01.symm.trans (congrFun h _),
      h10.symm.trans (congrFun h _), h11.symm.trans (congrFun h _),
      h20.symm.trans (congrFun h _), h21.symm.trans (congrFun h _)⟩
  · rintro ⟨e00, e01, e10, e11, e20, e21⟩
    ext ⟨i, j⟩
    fin_cases i <;> fin_cases j
    exacts [h00.trans e00, h01.trans e01, h10.trans e10, h11.trans e11, h20.trans e20,
      h21.trans e21]

/-- The stretched state has `J_z = -3/2`. -/
theorem stretched_totalZ : totalZ *ᵥ stretched = (-3 / 2 : ℂ) • stretched := by
  ext ⟨i, j⟩
  fin_cases i <;> fin_cases j <;>
    simp [totalZ, orbitalZ, spinZ, stretched, Matrix.mulVec, dotProduct,
      Fintype.sum_prod_type, Fin.sum_univ_succ, Matrix.one_apply]
  norm_num

/-- The stretched state is an eigenstate of the Hamiltonian with energy `A/2 - 2b`. -/
theorem stretched_energy (A b : ℝ) :
    hamiltonian A b *ᵥ stretched = (A / 2 - 2 * b : ℂ) • stretched := by
  rw [secular_equations]
  refine ⟨?_, ?_, ?_, ?_, ?_, ?_⟩ <;>
    simp only [stretched, Matrix.of_apply, Matrix.cons_val] <;> ring

/-- At `b = 2A/3` the state `partnerLow` has energy `-5A/6`. -/
theorem partnerLow_energy (A : ℝ) :
    hamiltonian A (2 * A / 3) *ᵥ partnerLow = (-(5 * A / 6) : ℂ) • partnerLow := by
  rw [secular_equations]
  refine ⟨?_, ?_, ?_, ?_, ?_, ?_⟩ <;>
    simp only [partnerLow, Matrix.of_apply, Matrix.cons_val, Complex.ofReal_div,
      Complex.ofReal_mul, Complex.ofReal_ofNat] <;>
    first | ring1 | linear_combination (3 * A : ℂ) * invSqrtTwo_sq

/-- At `b = A` the state `partnerHigh` has energy `-3A/2`. -/
theorem partnerHigh_energy (A : ℝ) :
    hamiltonian A A *ᵥ partnerHigh = (-(3 * A / 2) : ℂ) • partnerHigh := by
  rw [secular_equations]
  refine ⟨?_, ?_, ?_, ?_, ?_, ?_⟩ <;>
    simp only [partnerHigh, Matrix.of_apply, Matrix.cons_val] <;>
    first | ring1 | linear_combination (2 * A : ℂ) * invSqrtTwo_sq

/-- In a field `b ≠ 0` other than `2A/3` and `A`, every solution of the eigenvalue equation
at energy `A/2 - 2b` is a multiple of the stretched state. -/
theorem eigenvector_unique {A b : ℝ} (hb : b ≠ 0) (h1 : b ≠ 2 * A / 3) (h2 : b ≠ A)
    {v : Fin 3 × Fin 2 → ℂ} (hv : hamiltonian A b *ᵥ v = (A / 2 - 2 * b : ℂ) • v) :
    ∃ c : ℂ, v = c • stretched := by
  obtain ⟨e00, e01, e10, e11, e20, -⟩ := (secular_equations A b _ v).mp hv
  have hr := invSqrtTwo_sq
  have hb' : (b : ℂ) ≠ 0 := by exact_mod_cast hb
  -- the determinants of the two coupled pairs do not vanish
  have d1 : (2 * b * (3 * b - 2 * A) : ℂ) ≠ 0 := by
    refine mul_ne_zero (mul_ne_zero two_ne_zero hb') fun h => h1 ?_
    have h' : 3 * b - 2 * A = 0 := by exact_mod_cast h
    linarith
  have d2 : (2 * b * (b - A) : ℂ) ≠ 0 := by
    refine mul_ne_zero (mul_ne_zero two_ne_zero hb') fun h => h2 ?_
    have h' : b - A = 0 := by exact_mod_cast h
    linarith
  have z00 : v (0, 0) = 0 :=
    (mul_eq_zero.mp (show (b : ℂ) * v (0, 0) = 0 by
      linear_combination (1 / 4 : ℂ) * e00)).resolve_left hb'
  have z01 : v (0, 1) = 0 :=
    (mul_eq_zero.mp (show (2 * b * (3 * b - 2 * A) : ℂ) * v (0, 1) = 0 by
      linear_combination (3 * b - A / 2 : ℂ) * e01 - A * invSqrtTwo * e10
        + A ^ 2 * v (0, 1) * hr)).resolve_left d1
  have z10 : v (1, 0) = 0 :=
    (mul_eq_zero.mp (show (2 * b * (3 * b - 2 * A) : ℂ) * v (1, 0) = 0 by
      linear_combination (2 * b - A : ℂ) * e10 - A * invSqrtTwo * e01
        + A ^ 2 * v (1, 0) * hr)).resolve_left d1
  have z11 : v (1, 1) = 0 :=
    (mul_eq_zero.mp (show (2 * b * (b - A) : ℂ) * v (1, 1) = 0 by
      linear_combination (2 * b - A : ℂ) * e11 - A * invSqrtTwo * e20
        + A ^ 2 * v (1, 1) * hr)).resolve_left d2
  have z20 : v (2, 0) = 0 :=
    (mul_eq_zero.mp (show (2 * b * (b - A) : ℂ) * v (2, 0) = 0 by
      linear_combination (b - A / 2 : ℂ) * e20 - A * invSqrtTwo * e11
        + A ^ 2 * v (2, 0) * hr)).resolve_left d2
  refine ⟨v (2, 1), ?_⟩
  ext ⟨i, j⟩
  fin_cases i <;> fin_cases j <;> simp [stretched, z00, z01, z10, z11, z20]

/-- In a field `b ≠ 0` the stretched level `A/2 - 2b` is degenerate exactly when
`b = 2A/3` or `b = A`. -/
theorem stretched_degenerate_iff {A b : ℝ} (hb : b ≠ 0) :
    IsDegenerate (hamiltonian A b) (A / 2 - 2 * b) ↔ b = 2 * A / 3 ∨ b = A := by
  constructor
  · rintro ⟨v, w, hli, hv, hw⟩
    by_contra hne
    obtain ⟨h1, h2⟩ := not_or.mp hne
    -- both eigenvectors would be multiples of the stretched state
    obtain ⟨c, rfl⟩ := eigenvector_unique hb h1 h2 hv
    obtain ⟨d, rfl⟩ := eigenvector_unique hb h1 h2 hw
    rw [LinearIndependent.pair_iff] at hli
    have hc := neg_eq_zero.mp (hli d (-c) (by module)).2
    exact one_ne_zero (hli 1 0 (by simp [hc])).1
  · rintro (rfl | rfl)
    · refine ⟨stretched, partnerLow, ?_, stretched_energy _ _, ?_⟩
      · rw [LinearIndependent.pair_iff]
        intro s t h
        exact ⟨by simpa [stretched, partnerLow] using congrFun h (2, 1),
          by simpa [stretched, partnerLow] using congrFun h (1, 0)⟩
      · rw [partnerLow_energy]
        congr 1
        push_cast
        ring
    · refine ⟨stretched, partnerHigh, ?_, stretched_energy _ _, ?_⟩
      · rw [LinearIndependent.pair_iff]
        intro s t h
        exact ⟨by simpa [stretched, partnerHigh] using congrFun h (2, 1),
          by simpa [stretched, partnerHigh] using congrFun h (2, 0)⟩
      · rw [partnerHigh_energy]
        congr 1
        ring

/-- In zero field the level `A/2` is degenerate for every `A`. -/
theorem zero_field_degenerate (A : ℝ) : IsDegenerate (hamiltonian A 0) (A / 2) := by
  refine ⟨stretched, fun p => !![1, 0; 0, 0; 0, 0] p.1 p.2, ?_, ?_, ?_⟩
  · rw [LinearIndependent.pair_iff]
    intro s t h
    exact ⟨by simpa [stretched] using congrFun h (2, 1),
      by simpa [stretched] using congrFun h (0, 0)⟩
  all_goals
    rw [secular_equations]
    refine ⟨?_, ?_, ?_, ?_, ?_, ?_⟩ <;>
      simp only [stretched, Matrix.of_apply, Matrix.cons_val, Complex.ofReal_zero] <;> ring

end

end FineStructureCrossing
```

```lean
#print axioms FineStructureCrossing.stretched_totalZ
#print axioms FineStructureCrossing.stretched_degenerate_iff
#print axioms FineStructureCrossing.zero_field_degenerate
```

```
'FineStructureCrossing.stretched_totalZ' depends on axioms: [propext, Classical.choice, Quot.sound]
'FineStructureCrossing.stretched_degenerate_iff' depends on axioms: [propext, Classical.choice, Quot.sound]
'FineStructureCrossing.zero_field_degenerate' depends on axioms: [propext, Classical.choice, Quot.sound]
```

## From matrix entries to secular equations

`secular_equations` proves that the eigenvalue equation is equivalent to the six scalar equations. It expands each component of the matrix-vector product as a sum over the product basis. The products L_x S_x and L_y S_y also produce terms that raise or lower both angular momenta together; these cancel because i² = −1, while the exchange terms from the two products add. The `linear_combination` steps using `hI` carry out this cancellation or addition, whichever occurs in the component at hand. In the calculation by hand, the ladder operators take care of both.

With the equations available, `stretched_energy`, `partnerLow_energy` and `partnerHigh_energy` are checked by substitution. The two partner states are left unnormalised, and their names refer to the lower and higher crossing field for A > 0. Their checks also need `invSqrtTwo_sq`, the identity (1/√2)² = 1/2.

## Uniqueness away from the crossings

`eigenvector_unique` follows the determinant argument. The facts `d1` and `d2` state that the two determinants are nonzero. To isolate v(0,1), for example, the proof multiplies the first equation of its pair by 3b − A/2 and subtracts A/√2 times the second. The result is

2b(3b − 2A) v(0,1) = 0,

and `d1` forces the amplitude to vanish. The other three coupled amplitudes are treated in the same way, and v(0,0) vanishes because b ≠ 0. What remains is v(2,1) times the stretched state.

## Both directions of the equivalence

Suppose the level is degenerate but b is neither 2A/3 nor A. By uniqueness the two eigenvectors are v = c s and w = d s, where s is the stretched state. Then d v − c w = 0, so linear independence gives c = 0. Hence v = 0, which contradicts independence.

Conversely, at each crossing the proof supplies `stretched` and the matching partner. Independence is read off from two components: at (2,1) only the stretched state is nonzero, and at (1,0) or (2,0) only the partner is. The remaining algebra confirms that −5A/6 and −3A/2 are the values of A/2 − 2b at the two fields.

For zero field, `zero_field_degenerate` uses |−1, ↓⟩ and |1, ↑⟩, which both have energy A/2.
